# Finite-temperature response of non-interacting electrons in finitely many fixed levels as an average of zero-temperature responses over the chemical potential

I want a finite-temperature dielectric function in the random-phase approximation, without local-field effects, from a code that handles only sharp occupations. To get it, I run the code at many chemical potentials $m$ and average the results with the weight

$$K(m)=\frac{1}{4T\cosh^2\!\big((m-\mu)/(2T)\big)},$$

where $T>0$ is the temperature in energy units ($k_B=1$) and $\mu$ is the actual chemical potential. This is Maldague's identity. For finitely many levels with fixed energies and matrix elements, the average should become exact when it is taken as an integral over $m$. Can this be proved rigorously, with complex response coefficients, and checked in Lean 4 with Mathlib?

## Yes: the weight is the slope of the Fermi function

Let $f(e)=1/\big(\exp((e-\mu)/T)+1\big)$ be the Fermi function at energy $e$, and set $s=\exp\big((e-\mu)/(2T)\big)$. Then $f=1/(s^2+1)$, and differentiation gives

$$-f'(e)=\frac{1}{T}\,\frac{s^2}{(s^2+1)^2}.$$

Since $\cosh\big((e-\mu)/(2T)\big)=(s+s^{-1})/2=(s^2+1)/(2s)$, we also have

$$K(e)=\frac{1}{4T}\,\frac{4s^2}{(s^2+1)^2}=-f'(e).$$

The integral of $K$ from $a$ to $b$ is therefore $f(a)-f(b)\le 1$. As $K$ is positive and these integrals are bounded, $K$ is integrable over the whole line. With $f\to1$ at low energy and $f\to0$ at high energy,

$$\int_{-\infty}^{\infty}K(m)\,dm=1,\qquad \int_e^\infty K(m)\,dm=f(e).$$

Now let $\theta_m(e)$ be the zero-temperature occupation, equal to 1 if $e<m$ and 0 otherwise. The second integral says that $\int K(m)\,\theta_m(e)\,dm=f(e)$. For levels $E_k$ and complex coefficients $c_k$, a finite sum may be exchanged with the integral:

$$\sum_k c_k f(E_k)=\int K(m)\sum_k c_k\,\theta_m(E_k)\,dm.$$

## From occupation differences to the dielectric function

A Lindhard-type sum contains differences of occupations. For an occupation function $n$ and complex weights $W_{kl}$, write

$$P[n]=\sum_{k,l}W_{kl}\,\big(n(E_k)-n(E_l)\big)=\sum_k\Big(\sum_l (W_{kl}-W_{lk})\Big)n(E_k),$$

where the second form comes from exchanging the names $k$ and $l$ in the subtracted term. This is again linear in the occupations, so the identity applies to $P$. For $\varepsilon[n]=1-vP[n]$, with a constant $v$ for the interaction at the chosen wave vector,

$$\int K(m)\,\varepsilon[\theta_m]\,dm=1-v\int K(m)\,P[\theta_m]\,dm=1-vP[f]=\varepsilon[f].$$

The constant term survives because $K$ integrates to one.

## How the Lean statements describe the electrons

- `fermi T μ` is $f$, `thermalKernel T μ` is $K$, and `fermiStep m` is $\theta_m$. A level exactly at $m$ counts as empty.
- The finite type `ι` labels the levels, and `E : ι → ℝ` gives their energies, which may coincide.
- `response c E n` is $\sum_k c_k n(E_k)$, `pairResponse W E n` is $P[n]$, and `dielectric v W E n` is $\varepsilon[n]$.

The theorem `maldague` says that, for `0 < T`, the weighted zero-temperature response is integrable in $m$ and its integral is the thermal response. The integrability matters because Lean assigns the value zero to the integral of a non-integrable function. `dielectric_fermi` states the corresponding equality for the dielectric function.

The weights `W` are arbitrary complex numbers. In a Lindhard sum they hold the squared matrix elements, the prefactors and the energy denominators, at fixed frequency and with a fixed positive broadening. The theorem uses the same weights, energies and $v$ at every $m$ and on both sides of the identity. Levels that shift self-consistently with the occupations are thus excluded. The chemical potential is given, not determined from a particle number. The sums are finite, so the continuum limit of the electron gas is not treated, and the identity is for $\varepsilon$, not for $1/\varepsilon$.

In this model the levels are finitely many and fixed, and the interaction enters only through the factor $v$ multiplying a non-interacting response, as in the random-phase approximation without local-field effects. Within it, zero-temperature calculations at many values of $m$ supply the thermal dielectric function, up to the error of the numerical integration over $m$.

```lean
import Mathlib

open MeasureTheory Filter Topology

namespace MaldagueIdentity

noncomputable section

/-- The Fermi function at temperature `T ≠ 0` (with Boltzmann constant one) and chemical
potential `μ`, at energy `e`. -/
def fermi (T μ e : ℝ) : ℝ := 1 / (Real.exp ((e - μ) / T) + 1)

/-- The thermal weight of the chemical potential `m`, for temperature `T ≠ 0`. -/
def thermalKernel (T μ m : ℝ) : ℝ := 1 / (4 * T * Real.cosh ((m - μ) / (2 * T)) ^ 2)

/-- The zero-temperature occupation: levels with energy `e` below `m` are full, all others
are empty. -/
def fermiStep (m e : ℝ) : ℝ := if e < m then 1 else 0

variable {ι : Type*} [Fintype ι]

/-- A response linear in the occupations `n` of finitely many levels with energies `E`. -/
def response (c : ι → ℂ) (E : ι → ℝ) (n : ℝ → ℝ) : ℂ := ∑ k, c k * (n (E k) : ℂ)

/-- A sum over pairs of levels of complex weights times occupation differences. -/
def pairResponse (W : ι → ι → ℂ) (E : ι → ℝ) (n : ℝ → ℝ) : ℂ :=
  ∑ k, ∑ l, W k l * ((n (E k) : ℂ) - (n (E l) : ℂ))

/-- The dielectric function `1 - v χ` with interaction `v` and pair response `χ`. -/
def dielectric (v : ℂ) (W : ι → ι → ℂ) (E : ι → ℝ) (n : ℝ → ℝ) : ℂ :=
  1 - v * pairResponse W E n

/-- The thermal weight is minus the energy derivative of the Fermi function. -/
theorem hasDerivAt_neg_fermi {T : ℝ} (hT : 0 < T) (μ e : ℝ) :
    HasDerivAt (fun x => -fermi T μ x) (thermalKernel T μ e) e := by
  have h1 : HasDerivAt (fun x : ℝ => (x - μ) / T) (1 / T) e :=
    ((hasDerivAt_id' e).sub_const μ).div_const T
  have h2 : HasDerivAt (fun x : ℝ => Real.exp ((x - μ) / T) + 1)
      (Real.exp ((e - μ) / T) * (1 / T)) e := h1.exp.add_const 1
  have hne : Real.exp ((e - μ) / T) + 1 ≠ 0 := by positivity
  have h3 : HasDerivAt (fermi T μ)
      ((0 * (Real.exp ((e - μ) / T) + 1) - 1 * (Real.exp ((e - μ) / T) * (1 / T)))
        / (Real.exp ((e - μ) / T) + 1) ^ 2) e :=
    (hasDerivAt_const e (1 : ℝ)).fun_div h2 hne
  refine h3.fun_neg.congr_deriv ?_
  -- express everything through the exponential of half the reduced energy
  have hs : Real.exp ((e - μ) / T) = Real.exp ((e - μ) / (2 * T)) ^ 2 := by
    rw [sq, ← Real.exp_add]
    congr 1
    ring
  rw [thermalKernel, Real.cosh_eq, Real.exp_neg, hs]
  have hp := Real.exp_pos ((e - μ) / (2 * T))
  generalize Real.exp ((e - μ) / (2 * T)) = s at hp ⊢
  have hq : s ^ 2 + 1 ≠ 0 := by positivity
  have hc : (s + s⁻¹) / 2 = (s ^ 2 + 1) / (2 * s) := by
    field_simp
  rw [hc]
  field_simp
  ring

/-- The Fermi function tends to one at low energy and to zero at high energy. -/
theorem fermi_limits {T : ℝ} (hT : 0 < T) (μ : ℝ) :
    Tendsto (fermi T μ) atBot (𝓝 1) ∧ Tendsto (fermi T μ) atTop (𝓝 0) := by
  constructor
  · have h : Tendsto (fun e : ℝ => (e - μ) / T) atBot atBot := by
      refine Tendsto.atBot_div_const hT ?_
      simp only [sub_eq_add_neg]
      exact tendsto_atBot_add_const_right _ _ tendsto_id
    have h2 : Tendsto (fun e : ℝ => 1 / (Real.exp ((e - μ) / T) + 1)) atBot
        (𝓝 (1 / (0 + 1))) :=
      tendsto_const_nhds.div ((Real.tendsto_exp_atBot.comp h).add tendsto_const_nhds)
        (by norm_num)
    rw [show (1 : ℝ) / (0 + 1) = 1 by norm_num] at h2
    exact h2
  · have h : Tendsto (fun e : ℝ => (e - μ) / T) atTop atTop := by
      refine Tendsto.atTop_div_const hT ?_
      simp only [sub_eq_add_neg]
      exact tendsto_atTop_add_const_right _ _ tendsto_id
    have h2 := tendsto_inv_atTop_zero.comp
      (tendsto_atTop_add_const_right atTop (1 : ℝ) (Real.tendsto_exp_atTop.comp h))
    refine h2.congr (fun e => ?_)
    simp [fermi]

/-- The thermal weight is integrable over all chemical potentials. -/
theorem integrable_thermalKernel {T : ℝ} (hT : 0 < T) (μ : ℝ) :
    Integrable (thermalKernel T μ) := by
  have hc : Continuous (thermalKernel T μ) := by
    unfold thermalKernel
    refine continuous_const.div (continuous_const.mul ((Real.continuous_cosh.comp
      (by fun_prop : Continuous fun m : ℝ => (m - μ) / (2 * T))).pow 2)) (fun m => ?_)
    have := Real.cosh_pos ((m - μ) / (2 * T))
    positivity
  have hn : ∀ x, ‖thermalKernel T μ x‖ = thermalKernel T μ x := fun x =>
    Real.norm_of_nonneg (by unfold thermalKernel; positivity)
  have h0 : ∀ x, 0 ≤ fermi T μ x := fun x => by unfold fermi; positivity
  have h1 : ∀ x, fermi T μ x ≤ 1 := fun x => by
    rw [fermi, div_le_one (by positivity)]
    linarith [Real.exp_pos ((x - μ) / T)]
  -- integrals over the intervals from -i to i are bounded by one
  refine integrable_of_intervalIntegral_norm_bounded (l := atTop) (a := fun i : ℝ => -i)
    (b := fun i : ℝ => i) 1 (fun i => hc.integrableOn_Ioc) tendsto_neg_atTop_atBot
    tendsto_id (Eventually.of_forall fun i => ?_)
  simp only [hn]
  have h : ∫ x in (-i)..i, thermalKernel T μ x = -fermi T μ i - -fermi T μ (-i) :=
    intervalIntegral.integral_eq_sub_of_hasDerivAt
      (fun x _ => hasDerivAt_neg_fermi hT μ x) (hc.intervalIntegrable _ _)
  rw [h]
  linarith [h0 i, h1 (-i)]

/-- The thermal weight integrates to one. -/
theorem integral_thermalKernel {T : ℝ} (hT : 0 < T) (μ : ℝ) :
    ∫ m, thermalKernel T μ m = 1 := by
  have h := integral_of_hasDerivAt_of_tendsto (hasDerivAt_neg_fermi hT μ)
    (integrable_thermalKernel hT μ) (fermi_limits hT μ).1.neg (fermi_limits hT μ).2.neg
  rw [h]
  norm_num

/-- The thermal weight of all chemical potentials above `e` is the Fermi function at `e`. -/
theorem integral_Ioi_thermalKernel {T : ℝ} (hT : 0 < T) (μ e : ℝ) :
    ∫ m in Set.Ioi e, thermalKernel T μ m = fermi T μ e := by
  have h := integral_Ioi_of_hasDerivAt_of_tendsto' (a := e)
    (fun x _ => hasDerivAt_neg_fermi hT μ x)
    (integrable_thermalKernel hT μ).integrableOn (fermi_limits hT μ).2.neg
  rw [h]
  simp

/-- Maldague's identity: the weighted zero-temperature response is integrable in the chemical
potential, and its integral is the response at temperature `T`. -/
theorem maldague {T : ℝ} (hT : 0 < T) (μ : ℝ) (c : ι → ℂ) (E : ι → ℝ) :
    Integrable (fun m => (thermalKernel T μ m : ℂ) * response c E (fermiStep m)) ∧
    response c E (fermi T μ) =
      ∫ m, (thermalKernel T μ m : ℂ) * response c E (fermiStep m) := by
  -- the step restricts the weight to chemical potentials above the level
  have hind : ∀ e, (fun m => thermalKernel T μ m * fermiStep m e) =
      (Set.Ioi e).indicator (thermalKernel T μ) := by
    intro e
    funext m
    by_cases h : e < m <;> simp [fermiStep, Set.indicator, h]
  have hstep : ∀ e, Integrable (fun m => thermalKernel T μ m * fermiStep m e) := by
    intro e
    rw [hind]
    exact (integrable_thermalKernel hT μ).indicator measurableSet_Ioi
  have hk : ∀ k, Integrable
      (fun m => c k * ((thermalKernel T μ m * fermiStep m (E k) : ℝ) : ℂ)) :=
    fun k => (hstep (E k)).ofReal.const_mul (c k)
  have hfun : (fun m => (thermalKernel T μ m : ℂ) * response c E (fermiStep m)) =
      fun m => ∑ k, c k * ((thermalKernel T μ m * fermiStep m (E k) : ℝ) : ℂ) := by
    funext m
    simp only [response, Finset.mul_sum]
    refine Finset.sum_congr rfl (fun k _ => ?_)
    push_cast
    ring
  rw [hfun]
  refine ⟨MeasureTheory.integrable_finsetSum _ (fun k _ => hk k), ?_⟩
  rw [MeasureTheory.integral_finsetSum _ (fun k _ => hk k), response]
  refine Finset.sum_congr rfl (fun k _ => ?_)
  rw [integral_const_mul, integral_complex_ofReal, hind,
    integral_indicator measurableSet_Ioi, integral_Ioi_thermalKernel hT]

/-- A pair response is a linear response whose coefficients are the antisymmetrised weights
summed over the partner level. -/
theorem pairResponse_eq_response (W : ι → ι → ℂ) (E : ι → ℝ) (n : ℝ → ℝ) :
    pairResponse W E n = response (fun k => ∑ l, (W k l - W l k)) E n := by
  have h : ∑ k, ∑ l, W k l * (n (E l) : ℂ) = ∑ k, ∑ l, W l k * (n (E k) : ℂ) :=
    Finset.sum_comm
  simp only [pairResponse, response, mul_sub, sub_mul, Finset.sum_sub_distrib,
    Finset.sum_mul]
  rw [h]

/-- The dielectric function at temperature `T` is the thermally weighted integral of the
zero-temperature dielectric function over the chemical potential. -/
theorem dielectric_fermi {T : ℝ} (hT : 0 < T) (μ : ℝ) (v : ℂ) (W : ι → ι → ℂ)
    (E : ι → ℝ) :
    dielectric v W E (fermi T μ) =
      ∫ m, (thermalKernel T μ m : ℂ) * dielectric v W E (fermiStep m) := by
  obtain ⟨hI, hR⟩ := maldague hT μ (fun k => ∑ l, (W k l - W l k)) E
  have hK : Integrable (fun m => (thermalKernel T μ m : ℂ)) :=
    (integrable_thermalKernel hT μ).ofReal
  have hfun : ∀ m, (thermalKernel T μ m : ℂ) * dielectric v W E (fermiStep m) =
      (thermalKernel T μ m : ℂ) - v * ((thermalKernel T μ m : ℂ) *
        response (fun k => ∑ l, (W k l - W l k)) E (fermiStep m)) := by
    intro m
    rw [dielectric, pairResponse_eq_response]
    ring
  simp only [hfun]
  -- normalisation of the weight reproduces the constant term
  rw [integral_sub hK (hI.const_mul v), integral_const_mul, ← hR,
    integral_complex_ofReal, integral_thermalKernel hT, dielectric,
    pairResponse_eq_response, Complex.ofReal_one]

end

end MaldagueIdentity
```

```lean
#print axioms MaldagueIdentity.dielectric_fermi
```

```
'MaldagueIdentity.dielectric_fermi' depends on axioms: [propext, Classical.choice, Quot.sound]
```

## How the proof follows the calculation

`hasDerivAt_neg_fermi` proves $-f'=K$. The quotient rule gives `h3`, `hs` writes the exponential as a square, and `generalize` names its root $s$. After `hc` has rewritten the hyperbolic cosine, `field_simp` and `ring` finish the algebra.

`fermi_limits` obtains the two limits from those of the exponential. `integrable_thermalKernel` then applies the fundamental theorem of calculus on the intervals from $-i$ to $i$. The bounds $0\le f\le1$, named `h0` and `h1`, keep every such integral at most one, which yields integrability.

The next two theorems use the fundamental theorem on unbounded domains. Over the whole line $-f$ rises from $-1$ to $0$, which gives `integral_thermalKernel`. Above $e$ it rises from $-f(e)$ to $0$, which gives `integral_Ioi_thermalKernel`.

In `maldague`, `hind` identifies $K(m)\,\theta_m(e)$ with $K$ restricted to $m>e$. Each term of the response is then integrable (`hstep`, `hk`), and `hfun` moves the weight inside the sum. `integral_finsetSum` exchanges sum and integral, after which each term is a coefficient times a tail integral of $K$.

`pairResponse_eq_response` is the relabelling of $k$ and $l$, done by `Finset.sum_comm`. Finally, `dielectric_fermi` splits the integrand into $K$ and $v$ times the weighted linear response. It integrates the first part with `integral_thermalKernel` and the second with `maldague`.
